# Time-even observables have a symmetric polarizability when time reversal fixes the state and commutes with $H$

A response code that computes $\alpha_{xy}(\omega)$ and copies it into $\alpha_{yx}(\omega)$ assumes that the tensor has no antisymmetric part. In a magnetic state that part can be non-zero, and the copied component is then wrong. The copy is justified if time reversal $T$ leaves the state unchanged and commutes with the Hamiltonian.

## Exchanging two observables around $f(H)$

Let $T$ be conjugate-linear with $\langle Tx,Ty\rangle=\langle y,x\rangle$, and let $Tu=u$. Let $H,A,B$ be self-adjoint with $TH=HT$, $TA=aAT$ and $TB=bBT$, where $a,b=\pm1$ are the time parities. Then, for every complex polynomial $f$,

$$\langle u,A f(H)B u\rangle = ab\,\langle u,B f(H)A u\rangle .$$

Electric dipole components are time-even, so $ab=1$. For an electric and a magnetic dipole, $ab=-1$.

## Six tensor components instead of nine

With $\hbar=1$, reference energy $E$ and complex frequency $\omega$, put $R_\pm=(H-E\mp\omega)^{-1}$ and

$$\alpha_{AB}=\langle u,AR_+Bu\rangle+\langle u,BR_-Au\rangle .$$

For each dipole component $B$, a code can solve $(H-E-\omega)y=Bu$ and $(H-E+\bar\omega)y'=Bu$, then form $\alpha_{AB}=\langle Au,y\rangle+\langle y',Au\rangle$. If $T$ fixes $u$ and commutes with $H$, then $\alpha_{AB}=\alpha_{BA}$ and six such contractions fill the tensor. This applies to the response of a given $H$, such as a full configuration-interaction matrix in a finite basis whose span $T$ preserves.

## Moving operators across $\langle Tx,y\rangle$

The inner product is conjugate-linear in its first argument. An observable of parity $a$ crosses the form with a factor $a$ (`observable_transfer`):

$$\langle TAx,y\rangle=\langle aATx,y\rangle=a\langle Tx,Ay\rangle .$$

Call $F$ reciprocal if $\langle TFx,y\rangle=\langle Tx,Fy\rangle$. The identity is reciprocal, and if $H^n$ is, so is $H^{n+1}$:

$$\langle TH^nHx,y\rangle=\langle THx,H^ny\rangle=\langle HTx,H^ny\rangle=\langle Tx,H^{n+1}y\rangle .$$

A coefficient $c$ is conjugated by $T$ and again by the inner product, so $\langle T(cFx),y\rangle=c\langle TFx,y\rangle=\langle Tx,cFy\rangle$. Sums are immediate, so every $f(H)$ is reciprocal. In `reciprocal_polynomial`, `induction n` handles the powers and `Polynomial.induction_on'` the sums and monomials.

For reciprocal $F$, the `calc` block of `exchange_of_reciprocal` reads

$$\begin{aligned}
\langle u,AFBu\rangle&=\langle TAFBu,Tu\rangle=\langle TAFBu,u\rangle\\
&=a\langle TFBu,Au\rangle=a\langle TBu,FAu\rangle\\
&=ab\langle Tu,BFAu\rangle=ab\langle u,BFAu\rangle .
\end{aligned}$$

Taking $F=f(H)$ gives `time_reversal_exchange`.

For the resolvents, let $F$ be reciprocal and $FR=1$. Then $R$ is reciprocal (`reciprocal_inverse`):

$$\langle TRx,y\rangle=\langle TRx,FRy\rangle=\langle TFRx,Ry\rangle=\langle Tx,Ry\rangle .$$

Since $H-z$ is a polynomial in $H$, this covers $R_+$ and $R_-$. For $a=b=1$, exchanging $A$ and $B$ in both terms gives

$$\alpha_{AB}=\langle u,BR_+Au\rangle+\langle u,AR_-Bu\rangle=\alpha_{BA},$$

and `ring` closes the subtraction.

In Lean 4 with Mathlib:

```lean
import Mathlib

open scoped InnerProductSpace ComplexConjugate
open Matrix

namespace TimeReversalPolarizability

noncomputable section

variable {V : Type*} [NormedAddCommGroup V] [InnerProductSpace ℂ V]

/-- The conjugate-linear map `T` reverses inner products, `⟨Tx, Ty⟩ = ⟨y, x⟩`, as every
antiunitary operator does. -/
def ReversesInner (T : V →ₛₗ[starRingEnd ℂ] V) : Prop :=
  ∀ x y, ⟪T x, T y⟫_ℂ = ⟪y, x⟫_ℂ

/-- The operator `A` has time parity `a` if `T A = a A T`: `a = 1` for a time-even operator,
`a = -1` for a time-odd one. -/
def TimeParity (T : V →ₛₗ[starRingEnd ℂ] V) (A : Module.End ℂ V) (a : ℝ) : Prop :=
  ∀ x, T (A x) = (a : ℂ) • A (T x)

/-- The operator `F` is reciprocal if it can be moved across the form `⟨Tx, y⟩`. -/
def Reciprocal (T : V →ₛₗ[starRingEnd ℂ] V) (F : Module.End ℂ V) : Prop :=
  ∀ x y, ⟪T (F x), y⟫_ℂ = ⟪T x, F y⟫_ℂ

/-- The polarizability expression for operators `A` and `B` and a vector `u`,
`⟨u, A R₊ B u⟩ + ⟨u, B R₋ A u⟩`, with propagators `R₊` and `R₋`. -/
def polarizability (u : V) (Rp Rm A B : Module.End ℂ V) : ℂ :=
  ⟪u, A (Rp (B u))⟫_ℂ + ⟪u, B (Rm (A u))⟫_ℂ

/-- A self-adjoint observable of time parity `a` moves across the form `⟨Tx, y⟩` at the cost
of a factor `a`. -/
theorem observable_transfer {T : V →ₛₗ[starRingEnd ℂ] V} {A : Module.End ℂ V} {a : ℝ}
    (hA : LinearMap.IsSymmetric A) (ha : TimeParity T A a) (x y : V) :
    ⟪T (A x), y⟫_ℂ = a * ⟪T x, A y⟫_ℂ := by
  rw [ha x, inner_smul_left, Complex.conj_ofReal]
  exact congrArg (fun z : ℂ => (a : ℂ) * z) (hA (T x) y)

/-- Every complex polynomial in a self-adjoint Hamiltonian that commutes with `T` is
reciprocal. -/
theorem reciprocal_polynomial {T : V →ₛₗ[starRingEnd ℂ] V} {H : Module.End ℂ V}
    (hH : LinearMap.IsSymmetric H) (hT : ∀ x, T (H x) = H (T x)) (f : Polynomial ℂ) :
    Reciprocal T (Polynomial.aeval H f) := by
  -- powers of H are moved across one factor at a time
  have hpow : ∀ (n : ℕ) (x y : V), ⟪T ((H ^ n) x), y⟫_ℂ = ⟪T x, (H ^ n) y⟫_ℂ := by
    intro n
    induction n with
    | zero => intro x y; simp
    | succ n ih =>
      intro x y
      calc ⟪T ((H ^ (n + 1)) x), y⟫_ℂ = ⟪T ((H ^ n) (H x)), y⟫_ℂ := by
            rw [pow_succ, Module.End.mul_apply]
        _ = ⟪T (H x), (H ^ n) y⟫_ℂ := ih _ _
        _ = ⟪T x, H ((H ^ n) y)⟫_ℂ := by rw [hT]; exact hH _ _
        _ = ⟪T x, (H ^ (n + 1)) y⟫_ℂ := by rw [pow_succ', Module.End.mul_apply]
  induction f using Polynomial.induction_on' with
  | add p q hp hq =>
    intro x y
    rw [map_add, LinearMap.add_apply, LinearMap.add_apply, map_add, inner_add_left,
      inner_add_right, hp x y, hq x y]
  | monomial n c =>
    -- the coefficient is conjugated twice: by T and by the inner product
    intro x y
    rw [Polynomial.aeval_monomial, Module.End.mul_apply, Module.End.mul_apply,
      Module.algebraMap_end_apply, Module.algebraMap_end_apply, LinearMap.map_smulₛₗ,
      inner_smul_left, inner_smul_right, Complex.conj_conj, hpow]

/-- If `F` is reciprocal and `F R = 1`, then `R` is reciprocal. -/
theorem reciprocal_inverse {T : V →ₛₗ[starRingEnd ℂ] V} {F R : Module.End ℂ V}
    (hF : Reciprocal T F) (hR : F * R = 1) : Reciprocal T R := by
  have h : ∀ x, F (R x) = x := fun x => by
    rw [← Module.End.mul_apply, hR, Module.End.one_apply]
  intro x y
  calc ⟪T (R x), y⟫_ℂ = ⟪T (R x), F (R y)⟫_ℂ := by rw [h y]
    _ = ⟪T (F (R x)), R y⟫_ℂ := (hF _ _).symm
    _ = ⟪T x, R y⟫_ℂ := by rw [h x]

/-- In a state fixed by time reversal, self-adjoint observables `A` and `B` of time parities
`a` and `b` may be exchanged around a reciprocal operator at the cost of a factor `a b`. -/
theorem exchange_of_reciprocal {T : V →ₛₗ[starRingEnd ℂ] V} {A B F : Module.End ℂ V}
    {a b : ℝ} {u : V} (hT : ReversesInner T) (hu : T u = u)
    (hA : LinearMap.IsSymmetric A) (hB : LinearMap.IsSymmetric B)
    (ha : TimeParity T A a) (hb : TimeParity T B b) (hF : Reciprocal T F) :
    ⟪u, A (F (B u))⟫_ℂ = a * b * ⟪u, B (F (A u))⟫_ℂ := by
  calc ⟪u, A (F (B u))⟫_ℂ = ⟪T (A (F (B u))), T u⟫_ℂ := (hT _ _).symm
    _ = a * ⟪T (F (B u)), A u⟫_ℂ := by rw [hu, observable_transfer hA ha]
    _ = a * (b * ⟪T u, B (F (A u))⟫_ℂ) := by rw [hF, observable_transfer hB hb]
    _ = a * b * ⟪u, B (F (A u))⟫_ℂ := by rw [hu, mul_assoc]

/-- Let time reversal fix the state `u` and commute with the self-adjoint Hamiltonian `H`.
For self-adjoint `A`, `B` of time parities `a`, `b` and every complex polynomial `f`,
`⟨u, A f(H) B u⟩ = a b ⟨u, B f(H) A u⟩`. -/
theorem time_reversal_exchange {T : V →ₛₗ[starRingEnd ℂ] V} {H A B : Module.End ℂ V}
    {a b : ℝ} {u : V} (hT : ReversesInner T) (hu : T u = u)
    (hH : LinearMap.IsSymmetric H) (hTH : ∀ x, T (H x) = H (T x))
    (hA : LinearMap.IsSymmetric A) (hB : LinearMap.IsSymmetric B)
    (ha : TimeParity T A a) (hb : TimeParity T B b) (f : Polynomial ℂ) :
    ⟪u, A (Polynomial.aeval H f (B u))⟫_ℂ
      = a * b * ⟪u, B (Polynomial.aeval H f (A u))⟫_ℂ :=
  exchange_of_reciprocal hT hu hA hB ha hb (reciprocal_polynomial hH hTH f)

/-- Let time reversal fix `u` and commute with the self-adjoint `H`, and let `R₊`, `R₋` invert
`H - E - ω` and `H - E + ω` at complex frequency `ω`. Then the polarizability of time-even
self-adjoint `A`, `B` has no antisymmetric part. -/
theorem antisymmetric_polarizability_eq_zero {T : V →ₛₗ[starRingEnd ℂ] V}
    {H A B Rp Rm : Module.End ℂ V} {u : V} {E : ℝ} {ω : ℂ}
    (hT : ReversesInner T) (hu : T u = u)
    (hH : LinearMap.IsSymmetric H) (hTH : ∀ x, T (H x) = H (T x))
    (hA : LinearMap.IsSymmetric A) (hB : LinearMap.IsSymmetric B)
    (ha : TimeParity T A 1) (hb : TimeParity T B 1)
    (hp : (H - ((E : ℂ) + ω) • (1 : Module.End ℂ V)) * Rp = 1)
    (hm : (H - ((E : ℂ) - ω) • (1 : Module.End ℂ V)) * Rm = 1) :
    polarizability u Rp Rm A B - polarizability u Rp Rm B A = 0 := by
  -- H - z is a polynomial in H, hence reciprocal, and so is its inverse
  have hz : ∀ z : ℂ, Reciprocal T (H - z • (1 : Module.End ℂ V)) := by
    intro z
    have h := reciprocal_polynomial hH hTH (Polynomial.X - Polynomial.C z)
    rwa [map_sub, Polynomial.aeval_X, Polynomial.aeval_C,
      Algebra.algebraMap_eq_smul_one] at h
  have h1 := exchange_of_reciprocal hT hu hA hB ha hb (reciprocal_inverse (hz _) hp)
  have h2 := exchange_of_reciprocal hT hu hA hB ha hb (reciprocal_inverse (hz _) hm)
  simp only [Complex.ofReal_one, one_mul] at h1 h2
  rw [polarizability, polarizability, h1, h2]
  ring

/-- The operator on `ℂ²` given by a two-by-two matrix. -/
def op (M : Matrix (Fin 2) (Fin 2) ℂ) : Module.End ℂ (EuclideanSpace ℂ (Fin 2)) where
  toFun x := WithLp.toLp 2 (M *ᵥ x.ofLp)
  map_add' x y := by ext i; simp [Matrix.mulVec_add]
  map_smul' c x := by ext i; simp [Matrix.mulVec_smul]

/-- Complex conjugation of the two components of a vector in `ℂ²`. -/
def conjT : EuclideanSpace ℂ (Fin 2) →ₛₗ[starRingEnd ℂ] EuclideanSpace ℂ (Fin 2) where
  toFun x := WithLp.toLp 2 (fun i => conj (x.ofLp i))
  map_add' x y := by ext i; simp
  map_smul' c x := by ext i; simp

/-- The Pauli matrix `σx` as an operator. -/
def σx : Module.End ℂ (EuclideanSpace ℂ (Fin 2)) := op !![0, 1; 1, 0]

/-- The Pauli matrix `σy` as an operator. -/
def σy : Module.End ℂ (EuclideanSpace ℂ (Fin 2)) := op !![0, -Complex.I; Complex.I, 0]

/-- The Pauli matrix `σz` as an operator. -/
def σz : Module.End ℂ (EuclideanSpace ℂ (Fin 2)) := op !![1, 0; 0, -1]

/-- Complex conjugation on `ℂ²`, the state `(1, 0)`, `H = σz`, `A = σx` (even) and `B = σy`
(odd) meet all hypotheses of the exchange theorem, and `⟨u, A H B u⟩ = -i`. -/
theorem time_reversal_exchange_witness :
    ReversesInner conjT ∧ conjT !₂[1, 0] = !₂[1, 0] ∧
    LinearMap.IsSymmetric σz ∧ (∀ x, conjT (σz x) = σz (conjT x)) ∧
    LinearMap.IsSymmetric σx ∧ LinearMap.IsSymmetric σy ∧
    TimeParity conjT σx 1 ∧ TimeParity conjT σy (-1) ∧
    ⟪(!₂[1, 0] : EuclideanSpace ℂ (Fin 2)), σx (σz (σy !₂[1, 0]))⟫_ℂ = -Complex.I := by
  refine ⟨?_, ?_, ?_, ?_, ?_, ?_, ?_, ?_, ?_⟩
  · intro x y
    simp [conjT, PiLp.inner_apply, Fin.sum_univ_two, mul_comm]
  · ext i
    fin_cases i <;> simp [conjT]
  · intro x y
    simp [σz, op, PiLp.inner_apply, Fin.sum_univ_two, dotProduct]
  · intro x
    ext i
    fin_cases i <;> simp [σz, op, conjT, dotProduct, Fin.sum_univ_two]
  · intro x y
    simp [σx, op, PiLp.inner_apply, Fin.sum_univ_two, dotProduct, add_comm]
  · intro x y
    simp [σy, op, PiLp.inner_apply, Fin.sum_univ_two, dotProduct]
    ring
  · intro x
    ext i
    fin_cases i <;> simp [σx, op, conjT, dotProduct, Fin.sum_univ_two]
  · intro x
    ext i
    fin_cases i <;> simp [σy, op, conjT, dotProduct, Fin.sum_univ_two]
  · simp [σx, σy, σz, op, PiLp.inner_apply, Fin.sum_univ_two, dotProduct]

/-- In the state `(1, i)`, which complex conjugation does not fix, the time-even operators
`σz` and `σx` give `⟨u, σz σx u⟩ = 2i` but `⟨u, σx σz u⟩ = -2i`. -/
theorem exchange_fails_without_fixed_state :
    conjT !₂[1, Complex.I] ≠ !₂[1, Complex.I] ∧
    TimeParity conjT σz 1 ∧ TimeParity conjT σx 1 ∧
    ⟪(!₂[1, Complex.I] : EuclideanSpace ℂ (Fin 2)), σz (σx !₂[1, Complex.I])⟫_ℂ
      = 2 * Complex.I ∧
    ⟪(!₂[1, Complex.I] : EuclideanSpace ℂ (Fin 2)), σx (σz !₂[1, Complex.I])⟫_ℂ
      = -2 * Complex.I := by
  refine ⟨?_, ?_, time_reversal_exchange_witness.2.2.2.2.2.2.1, ?_, ?_⟩
  · intro h
    have h1 := congrArg (fun v : EuclideanSpace ℂ (Fin 2) => (v.ofLp 1).im) h
    norm_num [conjT] at h1
  · intro x
    rw [Complex.ofReal_one, one_smul]
    exact time_reversal_exchange_witness.2.2.2.1 x
  · simp [σx, σz, op, PiLp.inner_apply, Fin.sum_univ_two, Matrix.mulVec, dotProduct] <;> ring
  · simp [σx, σz, op, PiLp.inner_apply, Fin.sum_univ_two, Matrix.mulVec, dotProduct] <;> ring

end

end TimeReversalPolarizability
```

```lean
#print axioms TimeReversalPolarizability.time_reversal_exchange
-- 'TimeReversalPolarizability.time_reversal_exchange' depends on axioms: [propext, Classical.choice, Quot.sound]
#print axioms TimeReversalPolarizability.antisymmetric_polarizability_eq_zero
-- 'TimeReversalPolarizability.antisymmetric_polarizability_eq_zero' depends on axioms: [propext, Classical.choice, Quot.sound]
#print axioms TimeReversalPolarizability.exchange_fails_without_fixed_state
-- 'TimeReversalPolarizability.exchange_fails_without_fixed_state' depends on axioms: [propext, Classical.choice, Quot.sound]
```

## Which states, operators and frequencies qualify

`V` is a complex inner product space of any dimension. `ReversesInner` is the condition $\langle Tx,Ty\rangle=\langle y,x\rangle$, which every antiunitary $T$ meets, `LinearMap.IsSymmetric` is self-adjointness, and `Polynomial.aeval H f` is $f(H)$. `TimeParity` accepts any real factor, including $\pm1$. The theorems do not require $u$ to be normalised or to be an eigenvector of $H$. Reading $\alpha_{AB}$ as the linear response of $A$ to a field coupled through $-B$ does assume a normalised $u$ with $Hu=Eu$.

All operators act on the whole of `V`, so an unbounded Hamiltonian with a restricted domain on a Hilbert space does not fit. If $Tu=e^{i\theta}u$ with real $\theta$, the vector $e^{i\theta/2}u$ describes the same state and is fixed by $T$, so the theorems apply to it. With spin one-half and an odd number of electrons, $T^2=-1$, and no non-zero vector satisfies $Tu=u$.

`antisymmetric_polarizability_eq_zero` takes the inverses `Rp` and `Rm` as given, which excludes resonances. It also excludes $\omega=0$ when $E$ is an eigenvalue of $H$. In finite dimension, the reduced resolvent used there is itself a polynomial in $H$, so the exchange identity applies to it.

`time_reversal_exchange_witness` gives a non-zero case with $ab=-1$: for complex conjugation and $u=(1,0)$, $\langle u,\sigma_x\sigma_z\sigma_y u\rangle=-i$. Here the Pauli matrices act on the span of two real spinless orbitals, where $T$ is complex conjugation, so $\sigma_x$ and $\sigma_z$ are time-even and $\sigma_y$ is time-odd. As components of a spin, all three would be time-odd.

Some condition on the state is necessary. Take $u=(1,i)/\sqrt2$, which conjugation sends to an orthogonal vector, and $f=1$. The time-even observables $\sigma_z$ and $\sigma_x$ give $\langle u,\sigma_z\sigma_xu\rangle=i$ but $\langle u,\sigma_x\sigma_zu\rangle=-i$. `exchange_fails_without_fixed_state` uses the unnormalised $(1,i)$, which doubles both values.
